# With positive hoppings and equal site energies, a Hückel spectrum is symmetric exactly when the graph is bipartite

In a Hückel calculation on butadiene or naphthalene, only the bonding levels have to be found. The antibonding levels follow by reflecting them through the energy of an isolated p orbital. This step is valid because the carbon atoms fall into two classes with bonds only between the classes, because all atoms have the same site energy, and because the overlap between p orbitals on different atoms is neglected. If the site energies are equal and all hoppings have one sign, the converse also holds: a spectrum that is symmetric, with multiplicities, can only come from such a bipartite graph.

Let \(G\) be a finite simple graph whose vertices are the atoms and whose edges are the bonds. Let \(H\) be a real symmetric matrix with \(H_{ij}=0\) unless \(i\) and \(j\) are joined. In particular \(H_{ii}=0\): every atom has the same Coulomb integral \(\alpha\), which is taken as the zero of energy. The textbook Hamiltonian is \(\alpha\,1+\beta H\), with a resonance integral \(\beta<0\), so \(H\) is dimensionless, its hoppings are positive in the usual case, and its positive levels are the bonding ones.

## Reflecting the levels of a bipartite graph

Since \(H\) is real symmetric, \(H=UDU^{T}\) with \(U\) orthogonal and \(D=\mathrm{diag}(e_i)\). Its characteristic polynomial is \(\prod_i(x-e_i)\), so the \(e_i\) are the levels with their multiplicities.

Suppose that a matrix \(S\) satisfies \(S^2=1\) and \(SHS=-H\). Then \(S=S^{-1}\), and
\[
\det(x-(-H))=\det\bigl(S(x-H)S\bigr)=\det(x-H),
\]
so \(-H\) has the same levels as \(H\). But \(-H=U(-D)U^{T}\) has the levels \(-e_i\). The spectrum is therefore symmetric about zero.

On a bipartite graph, put \(s_i=1\) on one sublattice and \(s_i=-1\) on the other, and let \(S=\mathrm{diag}(s_i)\). Then \(S^2=1\) and \((SHS)_{ij}=s_is_jH_{ij}\). On an edge \(s_is_j=-1\); off the edges \(H_{ij}=0\). Hence \(SHS=-H\), whatever the signs of the hoppings.

## Odd closed walks and odd moments

Now let \(H_{ij}>0\) on every edge and let the spectrum be symmetric. Because \(U^{T}U=1\), we have \(H^k=UD^kU^{T}\) and \(\operatorname{tr}H^k=\sum_i e_i^k\). For odd \(k\), symmetry gives
\[
\sum_i e_i^k=\sum_i(-e_i)^k=-\sum_i e_i^k,
\]
so \(\operatorname{tr}H^k=0\). On the other hand, for \(k\ge 1\),
\[
\operatorname{tr}H^k=\sum_{i_1,\dots,i_k}H_{i_1i_2}H_{i_2i_3}\cdots H_{i_ki_1}.
\]
No term is negative, and each closed walk of length \(k\) contributes a positive one. There is thus no closed walk of odd length.

Choose a representative atom in each connected component and colour every atom by the parity of a walk to it from the representative. Two such walks have the same parity, since one followed by the reverse of the other is closed. Extending a walk by one edge changes the parity, so neighbours get different colours and \(G\) is bipartite.

## Two triangles of opposite sign

Let \(T\) be the \(3\times3\) matrix with zeros on the diagonal and ones elsewhere. Its levels are \(2,-1,-1\). Two disjoint triangles with hopping matrices \(T\) and \(-T\) have the levels \(2,1,1,-1,-1,-2\), which are symmetric although a triangle is not bipartite. The matrix \(S\) that exchanges the triangles satisfies \(S^2=1\) and \(SHS=-H\). For the converse it is therefore not enough that the hoppings are nonzero, even if they have a single sign within each component.

## Hopping matrices and levels in Lean

```lean
import Mathlib

open Matrix Polynomial

namespace HueckelPairing

noncomputable section

variable {V : Type*} {G : SimpleGraph V} {H : Matrix V V ℝ}
```

The type `V` holds the atoms, and `H` may at first be any real matrix indexed by them.

```lean
/-- `H` is a real symmetric hopping matrix on the graph `G`: its entries vanish except on
the edges, so all site energies are zero. -/
structure IsHopping (G : SimpleGraph V) (H : Matrix V V ℝ) : Prop where
  symm : H.IsSymm
  off_edges : ∀ i j, ¬ G.Adj i j → H i j = 0
```

`IsHopping G H` demands symmetry and zeros off the edges. A simple graph has no loops, so the second condition includes the diagonal. An edge may still carry a zero hopping; positivity enters later as a separate hypothesis.

```lean
variable [Fintype V] [DecidableEq V]

/-- The real orbital energies of `H`, listed with multiplicity as roots of the secular
polynomial. -/
def levels (H : Matrix V V ℝ) : Multiset ℝ := H.charpoly.roots
```

The levels form a multiset, which records multiplicities but no order. For a general real matrix, `levels` would omit complex roots; for a symmetric one it is the whole spectrum, as the lemmas on orbitals show.

```lean
/-- The list of levels, with multiplicities, is unchanged by `E → -E`. -/
def SymmetricSpectrum (H : Matrix V V ℝ) : Prop :=
  (levels H).map (fun E => -E) = levels H
```

Modelling the spectrum as a set of energies would change the theorem. Take a triangle with hoppings 1, a separate bond with hopping 1 and another with hopping 2. The energies that occur are \(\pm1\) and \(\pm2\), a symmetric set, yet the graph is not bipartite. The multiset detects this, since \(2\) occurs twice and \(-2\) once. This comparison is a short calculation without a Lean proof.

## Orbitals, moments and chiral symmetry

```lean
/-- A matrix assembled from orthonormal orbitals `U` and energies `e` has exactly the
levels `e`. -/
theorem levels_of_orbitals (U : Matrix.unitaryGroup V ℝ) (e : V → ℝ) :
    levels ((U : Matrix V V ℝ) * diagonal e * star (U : Matrix V V ℝ)) =
      Finset.univ.val.map e := by
  have hU : star (U : Matrix V V ℝ) * (U : Matrix V V ℝ) = 1 :=
    Matrix.mem_unitaryGroup_iff'.mp U.2
  have hd : (diagonal e).charpoly = ((Finset.univ.val.map e).map fun a => X - C a).prod := by
    have hm : (diagonal e).charmatrix = diagonal (fun i => X - C (e i)) := by
      ext1 i j
      by_cases hij : i = j
      · subst hij
        simp
      · simp [hij]
    rw [Matrix.charpoly, hm, det_diagonal, Multiset.map_map]
    rfl
  rw [levels, mul_assoc, Matrix.charpoly_mul_comm, mul_assoc, hU, mul_one, hd,
    Polynomial.roots_multiset_prod_X_sub_C]
```

Over the real numbers, `Matrix.unitaryGroup` is the orthogonal group and `star` is the transpose. The proof computes the characteristic polynomial of the diagonal matrix as a product of linear factors. `Matrix.charpoly_mul_comm` then moves `U` around the product, where it cancels against its transpose.

```lean
/-- A real symmetric matrix is assembled from orthonormal orbitals and real energies. -/
theorem exists_orbitals (hH : H.IsSymm) :
    ∃ (U : Matrix.unitaryGroup V ℝ) (e : V → ℝ),
      H = (U : Matrix V V ℝ) * diagonal e * star (U : Matrix V V ℝ) := by
  have hh : H.IsHermitian := by
    rw [Matrix.IsHermitian, conjTranspose_eq_transpose_of_trivial]
    exact hH
  refine ⟨hh.eigenvectorUnitary, hh.eigenvalues, hh.spectral_theorem.trans ?_⟩
  rw [Unitary.conjStarAlgAut_apply, RCLike.ofReal_real_eq_id, Function.id_comp]
```

This is the spectral theorem, put into the form \(H=UDU^{T}\).

```lean
/-- For a real symmetric matrix the trace of the `k`-th power is the `k`-th moment of the
levels. -/
theorem trace_pow_eq_moment (hH : H.IsSymm) (k : ℕ) :
    (H ^ k).trace = ((levels H).map (fun E => E ^ k)).sum := by
  obtain ⟨U, e, hUe⟩ := exists_orbitals hH
  have h1 : star (U : Matrix V V ℝ) * (U : Matrix V V ℝ) = 1 :=
    Matrix.mem_unitaryGroup_iff'.mp U.2
  have h2 : (U : Matrix V V ℝ) * star (U : Matrix V V ℝ) = 1 :=
    Matrix.mem_unitaryGroup_iff.mp U.2
  have hpow : H ^ k = (U : Matrix V V ℝ) * diagonal e ^ k * star (U : Matrix V V ℝ) := by
    induction k with
    | zero => rw [pow_zero, pow_zero, mul_one, h2]
    | succ k ih =>
      rw [pow_succ, ih, hUe, pow_succ]
      calc _ = (U : Matrix V V ℝ) * diagonal e ^ k * (star (U : Matrix V V ℝ) *
            (U : Matrix V V ℝ)) * diagonal e * star (U : Matrix V V ℝ) := by
            simp only [mul_assoc]
        _ = _ := by rw [h1, mul_one, mul_assoc (U : Matrix V V ℝ)]
  rw [hpow, Matrix.trace_mul_comm, ← mul_assoc, h1, one_mul, diagonal_pow, trace_diagonal,
    hUe, levels_of_orbitals, Multiset.map_map]
  rfl
```

Induction on `k` gives \(H^k=UD^kU^{T}\), with the inner factor \(U^{T}U\) removed at each step. Cyclicity of the trace then leaves the sum of the powers \(e_i^k\).

```lean
/-- Chiral symmetry: if an involution `S` reverses the sign of a real symmetric `H`, the
spectrum of `H` is symmetric about zero. -/
theorem symmetric_of_chiral {S : Matrix V V ℝ} (hH : H.IsSymm) (hS : S * S = 1)
    (hSH : S * H * S = -H) : SymmetricSpectrum H := by
  obtain ⟨U, e, hUe⟩ := exists_orbitals hH
  have hneg : -H = (U : Matrix V V ℝ) * diagonal (fun i => -e i) *
      star (U : Matrix V V ℝ) := by
    have hd : diagonal (fun i => -e i) = -diagonal e := (Matrix.diagonal_neg e).symm
    rw [hd, mul_neg, neg_mul, ← hUe]
  -- `-H` is similar to `H`, so both have the same levels
  have hsim : levels (-H) = levels H := by
    rw [levels, levels, ← hSH, Matrix.charpoly_mul_comm, ← mul_assoc, hS, one_mul]
  have hmap : levels (-H) = (levels H).map (fun E => -E) := by
    rw [hneg, levels_of_orbitals, hUe, levels_of_orbitals, Multiset.map_map]
    rfl
  exact hmap.symm.trans hsim
```

`hsim` is the similarity argument and `hmap` is the reflection of the levels by \(H\to-H\). Together they give the symmetric spectrum. `S` need not be diagonal, so the same lemma serves for sublattices and for the exchange of triangles.

```lean
/-- The two-site chain with unit hopping, and the sign change on its second site, meet the
hypotheses of chiral symmetry. -/
theorem symmetric_of_chiral_witness :
    (!![0, 1; 1, 0] : Matrix (Fin 2) (Fin 2) ℝ).IsSymm ∧
    (!![1, 0; 0, -1] : Matrix (Fin 2) (Fin 2) ℝ) * !![1, 0; 0, -1] = 1 ∧
    (!![1, 0; 0, -1] : Matrix (Fin 2) (Fin 2) ℝ) * !![0, 1; 1, 0] * !![1, 0; 0, -1] =
      -!![0, 1; 1, 0] := by
  refine ⟨?_, ?_, ?_⟩
  · apply Matrix.IsSymm.ext
    intro i j
    fin_cases i <;> fin_cases j <;> simp
  · ext i j
    fin_cases i <;> fin_cases j <;> simp [Matrix.mul_apply, Fin.sum_univ_succ]
  · ext i j
    fin_cases i <;> fin_cases j <;> simp [Matrix.mul_apply, Fin.sum_univ_succ]
```

Ethylene, with two sites and unit hopping, is a concrete case that satisfies all three hypotheses.

## From two sublattices to paired energies

```lean
/-- Pairing theorem: on a bipartite graph, real symmetric hoppings of any sign with zero site
energies give a spectrum symmetric about zero. -/
theorem symmetric_of_bipartite (hH : IsHopping G H) (hG : G.IsBipartite) :
    SymmetricSpectrum H := by
  obtain ⟨c⟩ := hG
  -- change the sign of the atomic orbitals on one sublattice
  let s : V → ℝ := fun i => if c i = 0 then 1 else -1
  refine symmetric_of_chiral (S := diagonal s) hH.symm ?_ ?_
  · rw [diagonal_mul_diagonal, ← diagonal_one]
    congr 1
    funext i
    by_cases hi : c i = 0 <;> simp [s, hi]
  · ext i j
    rw [mul_diagonal, diagonal_mul, Matrix.neg_apply]
    by_cases hij : G.Adj i j
    · have hne : c i ≠ c j := c.valid hij
      by_cases hi : c i = 0
      · have hj : c j ≠ 0 := fun hj => hne (hi.trans hj.symm)
        simp [s, hi, hj]
      · have hj : c j = 0 := by
          rw [Ne, Fin.ext_iff] at hne
          rw [Fin.ext_iff] at hi ⊢
          have := (c i).isLt
          have := (c j).isLt
          simp only [Fin.val_zero] at hi ⊢
          omega
        simp [s, hi, hj]
    · rw [hH.off_edges i j hij]
      simp
```

`G.IsBipartite` means that the graph can be coloured with two colours, given here by `c` with values in `Fin 2`. One colour may remain unused, as for a single atom. The function `s` is the sign change on one sublattice, and the case distinction checks \(s_is_j=-1\) on each edge.

The theorem pairs energies only. The relation between the coefficients of paired orbitals, and the uniform π charges of neutral alternant hydrocarbons, are usually taught under the same name and require an argument about eigenvectors and occupation.

## From a symmetric spectrum to two sublattices

```lean
/-- If no entry of `H` is negative, no entry of a power of `H` is negative. -/
theorem pow_entry_nonneg (h0 : ∀ i j, 0 ≤ H i j) (k : ℕ) : ∀ i j, 0 ≤ (H ^ k) i j := by
  induction k with
  | zero =>
    intro a b
    rw [pow_zero, Matrix.one_apply]
    split_ifs <;> norm_num
  | succ k ih =>
    intro a b
    rw [pow_succ, Matrix.mul_apply]
    exact Finset.sum_nonneg fun x _ => mul_nonneg (ih a x) (h0 x b)

/-- If no entry of `H` is negative and `H` is positive on the edges, a walk of length `k` from
`i` to `j` makes the `i, j` entry of `H ^ k` positive. -/
theorem pow_pos_of_walk (h0 : ∀ i j, 0 ≤ H i j) (hpos : ∀ i j, G.Adj i j → 0 < H i j)
    {i j : V} (w : G.Walk i j) : 0 < (H ^ w.length) i j := by
  induction w with
  | nil => simp
  | @cons a b d hab p ih =>
    rw [SimpleGraph.Walk.length_cons, pow_succ', Matrix.mul_apply]
    exact Finset.sum_pos' (fun x _ => mul_nonneg (h0 a x) (pow_entry_nonneg h0 _ x d))
      ⟨b, Finset.mem_univ b, mul_pos (hpos a b hab) ih⟩
```

These lemmas replace the expanded sum over walks. The first shows by induction that powers of `H` have no negative entries. The second follows a walk edge by edge: its first step gives a positive factor, the rest is positive by induction, and the other terms of the matrix product cannot cancel this contribution.

```lean
/-- For strictly positive symmetric hoppings on the edges of a finite simple graph and zero
site energies, the spectrum is symmetric about zero, with multiplicities, if and only if the
graph is bipartite. -/
theorem symmetric_iff_bipartite (hH : IsHopping G H) (hpos : ∀ i j, G.Adj i j → 0 < H i j) :
    SymmetricSpectrum H ↔ G.IsBipartite := by
  -- a graph is bipartite exactly when all its closed walks are even
  refine ⟨fun hs => SimpleGraph.two_colorable_iff_forall_loop_even.mpr fun u w => ?_,
    symmetric_of_bipartite hH⟩
  by_contra hw
  have hk : Odd w.length := Nat.not_even_iff_odd.mp hw
  have h0 : ∀ i j, 0 ≤ H i j := fun i j => by
    by_cases hij : G.Adj i j
    · exact (hpos i j hij).le
    · exact (hH.off_edges i j hij).ge
  -- odd moments of a symmetric spectrum vanish
  have hodd : ∀ L : Multiset ℝ, ((L.map (fun E => -E)).map (fun E => E ^ w.length)).sum =
      -(L.map (fun E => E ^ w.length)).sum := by
    intro L
    induction L using Multiset.induction_on with
    | empty => simp
    | cons a s ih =>
      simp only [Multiset.map_cons, Multiset.sum_cons, ih, hk.neg_pow]
      ring
  have hzero := hodd (levels H)
  rw [hs, ← trace_pow_eq_moment hH.symm] at hzero
  -- an odd closed walk would make the same moment positive
  have htr : 0 < (H ^ w.length).trace :=
    Finset.sum_pos' (fun i _ => pow_entry_nonneg h0 _ i i)
      ⟨u, Finset.mem_univ u, pow_pos_of_walk h0 hpos w⟩
  linarith
```

One direction is the preceding theorem. For the other, Mathlib's `two_colorable_iff_forall_loop_even` supplies the colouring by parity, so that only the absence of odd closed walks remains to be shown. Given an odd one, `hodd` makes the moment equal to its own negative, while `htr` makes it positive; `linarith` closes the contradiction. The graph need not be connected.

For non-interacting electrons in a finite structure with equal site energies and positive hoppings, the equivalence lets one decide from the bond graph whether a tight-binding spectrum can be reflected. In azulene, the odd rings exclude it. That the π electrons of a molecule follow such a matrix, with one orthonormal orbital per atom and hopping only along bonds, is the physical assumption of the Hückel model and has to be justified separately.

## The signed example in Lean

```lean
/-- Two disjoint triangles: distinct sites are joined when they lie in the same triangle. -/
def twoTriangles : SimpleGraph (Fin 3 ⊕ Fin 3) :=
  SimpleGraph.fromRel fun u v => u.isLeft = v.isLeft
```

The six sites are two copies of `Fin 3`, and `isLeft` tells which triangle a site belongs to. `SimpleGraph.fromRel` excludes loops.

```lean
/-- The triangle with all hoppings equal to one. -/
def triangle : Matrix (Fin 3) (Fin 3) ℝ := Matrix.of fun i j => if i = j then 0 else 1
```

Despite its name, `triangle` is the hopping matrix \(T\), not a graph.

```lean
/-- Hoppings `1` on the first triangle and `-1` on the second give a symmetric spectrum,
although the graph of two disjoint triangles is not bipartite. -/
theorem signed_triangles :
    IsHopping twoTriangles (fromBlocks triangle 0 0 (-triangle)) ∧
    SymmetricSpectrum (fromBlocks triangle 0 0 (-triangle)) ∧
    ¬ twoTriangles.IsBipartite := by
  have hsymm : (fromBlocks triangle 0 0 (-triangle)).IsSymm := by
    apply Matrix.IsSymm.ext
    rintro (i | i) (j | j) <;> simp [triangle, eq_comm]
  refine ⟨⟨hsymm, ?_⟩, ?_, ?_⟩
  · rintro (i | i) (j | j) hij <;>
      simp_all [twoTriangles, triangle, SimpleGraph.fromRel_adj]
  · -- exchanging the two triangles reverses the sign of the Hamiltonian
    refine symmetric_of_chiral (S := fromBlocks 0 1 1 0) hsymm ?_ ?_
    · simp [fromBlocks_multiply]
    · simp [fromBlocks_multiply, fromBlocks_neg]
  · rintro ⟨c⟩
    have hadj : ∀ i j : Fin 3, i ≠ j → twoTriangles.Adj (Sum.inl i) (Sum.inl j) := by
      intro i j hij
      simp [twoTriangles, SimpleGraph.fromRel_adj, hij]
    have h01 := c.valid (hadj 0 1 (by decide))
    have h02 := c.valid (hadj 0 2 (by decide))
    have h12 := c.valid (hadj 1 2 (by decide))
    rw [Ne, Fin.ext_iff] at h01 h02 h12
    have := (c (Sum.inl 0)).isLt
    have := (c (Sum.inl 1)).isLt
    have := (c (Sum.inl 2)).isLt
    omega

end

end HueckelPairing
```

`fromBlocks triangle 0 0 (-triangle)` is the block-diagonal matrix with blocks \(T\) and \(-T\), and `fromBlocks 0 1 1 0` is the exchange \(S\). The theorem states that the matrix is a hopping matrix on this graph, that its spectrum is symmetric and that the graph is not bipartite. For the last part, the sites 0, 1 and 2 of the first triangle would need three different colours out of two, which `omega` refutes.

```lean
#print axioms HueckelPairing.symmetric_iff_bipartite
#print axioms HueckelPairing.signed_triangles
```

```
'HueckelPairing.symmetric_iff_bipartite' depends on axioms: [propext, Classical.choice, Quot.sound]
'HueckelPairing.signed_triangles' depends on axioms: [propext, Classical.choice, Quot.sound]
```
